# For U ≥ 2t > 0, unrestricted Hartree-Fock underestimates the half-filled Hubbard dimer's double occupancy exactly when U² > (7+√17)t²

Put one up and one down electron on two sites, with hopping amplitude −t and an energy cost U when they share a site. At U = 2t, unrestricted Hartree-Fock gives probability 1/2 for sharing a site, and the exact ground state about 0.276. At U = 4t the values are 0.125 and about 0.146, so the order has reversed. Mean field avoids double occupancy by polarising the orbitals, and beyond some U it does so too strongly.

## Two sums of squares and one crossing

Let ψ_ij be the amplitude for the up electron on site i and the down electron on site j, with i, j ∈ {0, 1} and total probability 1. Let D = |ψ_00|² + |ψ_11|², A = ψ_00 + ψ_11 and B = ψ_01 + ψ_10. The energy is

E = U D − 2t Re(A* B).

With S = √(U² + 16t²), we have 16t² = (S+U)(S−U). Since |A|² + |ψ_00−ψ_11|² = 2D and |B|² + |ψ_01−ψ_10|² = 2(1−D), expanding the right-hand side confirms

4(S+U)(E − (U−S)/2) = |(S+U)A − 4tB|² + (S+U)²|ψ_00−ψ_11|² + 16t²|ψ_01−ψ_10|².

All three squares vanish for ψ_00 = ψ_11 ∝ 4t and ψ_01 = ψ_10 ∝ S+U, so they vanish in every ground state. Then (S+U)²D = 16t²(1−D), hence (S+U)D = (S−U)(1−D) and

D_exact = (1 − U/S)/2.

For a product ψ_ij = a_i b_j of normalised orbitals, let p_a = a_0* a_1 and m_a = |a_0|² − |a_1|², and likewise for b. Then 4|p_a|² + m_a² = 1, and

D = (1 + m_a m_b)/2 = |p_a|² + |p_b|² + (m_a+m_b)²/4,
E = U D − 2t Re(p_a + p_b).

Completing squares gives

U E + 2t² = |U p_a − t|² + |U p_b − t|² + U²(m_a+m_b)²/4.

The right side can reach zero when U ≥ 2t, because |p_a| ≤ 1/2 then permits p_a = p_b = t/U, with m_b = −m_a. Hence D_HF = 2t²/U².

Subtracting,

D_exact − D_HF = [S(U²−4t²) − U³] / (2U²S).

Multiplying the bracket by the positive number S(U²−4t²) + U³ gives

S²(U²−4t²)² − U⁶ = 8t²(U⁴ − 14U²t² + 32t⁴)
= 8t²(U² − (7−√17)t²)(U² − (7+√17)t²).

The first quadratic factor is positive because U² ≥ 4t² and 7−√17 < 4. The second decides the sign.

Squaring S(U²−4t²) = U³ without checking signs leaves a false second crossing at U² = (7−√17)t². It lies below U = 2t, where the left side is negative and 2t²/U² is not the Hartree-Fock value.

The same squares give the minimum energies (U−S)/2 and −2t²/U. In this two-site model they differ at the crossing, so agreement in double occupancy there does not signal an accurate mean-field state.

## States, energies and minimisers in Lean

```lean
import Mathlib

open ComplexConjugate

namespace HubbardDimerDoubleOccupancy

noncomputable section
```

Sites are elements of `Fin 2`, so `1 - i` is the other site. The spin labels distinguish the electrons, and this ordering needs no fermionic sign.

```lean
/-- Amplitudes for the up electron on site `i` and the down electron on site `j`. -/
abbrev Amp := Fin 2 → Fin 2 → ℂ

/-- The Hubbard Hamiltonian of the dimer with one up and one down electron. -/
def hamiltonian (t U : ℝ) (ψ : Amp) (i j : Fin 2) : ℂ :=
  -(t : ℂ) * (ψ (1 - i) j + ψ i (1 - j)) + if i = j then (U : ℂ) * ψ i j else 0

/-- The energy expectation value of an amplitude. -/
def energy (t U : ℝ) (ψ : Amp) : ℝ :=
  (∑ i, ∑ j, conj (ψ i j) * hamiltonian t U ψ i j).re

/-- The total probability of an amplitude. -/
def weight (ψ : Amp) : ℝ := ∑ i, ∑ j, Complex.normSq (ψ i j)
```

`doubleOcc` is summed over sites, not averaged. `IsGroundState` minimises over all normalised complex amplitudes with one electron of each spin.

```lean
/-- The double occupancy, summed over both sites. -/
def doubleOcc (ψ : Amp) : ℝ := ∑ i, Complex.normSq (ψ i i)

/-- A normalised state of least energy among all normalised states. -/
def IsGroundState (t U : ℝ) (ψ : Amp) : Prop :=
  weight ψ = 1 ∧ ∀ φ, weight φ = 1 → energy t U ψ ≤ energy t U φ
```

`IsUHF` demands a global minimum over products, not merely a self-consistent solution. Each orbital has a fixed spin, so spin-mixing orbitals are excluded.

```lean
/-- The total probability of a single orbital. -/
def orbNorm (a : Fin 2 → ℂ) : ℝ := ∑ i, Complex.normSq (a i)

/-- The product state with the up electron in `a` and the down electron in `b`. -/
def slater (a b : Fin 2 → ℂ) (i j : Fin 2) : ℂ := a i * b j

/-- Normalised up and down orbitals whose product state has least energy among such products. -/
def IsUHF (t U : ℝ) (a b : Fin 2 → ℂ) : Prop :=
  orbNorm a = 1 ∧ orbNorm b = 1 ∧ ∀ c d, orbNorm c = 1 → orbNorm d = 1 →
    energy t U (slater a b) ≤ energy t U (slater c d)
```

The next two definitions are p and m above.

```lean
/-- The bond order of an orbital between the two sites. -/
def bondOrder (a : Fin 2 → ℂ) : ℂ := conj (a 0) * a 1

/-- The difference of the site populations of an orbital. -/
def polarization (a : Fin 2 → ℂ) : ℝ := Complex.normSq (a 0) - Complex.normSq (a 1)
```

Explicit trial states will show that both minima are attained.

```lean
/-- A real amplitude `x` on doubly occupied and `y` on singly occupied configurations. -/
def pairState (x y : ℝ) : Amp := fun i j => if i = j then (x : ℂ) else (y : ℂ)

/-- An explicit trial state of the dimer, with one real amplitude on both doubly occupied
configurations and another on both singly occupied ones. -/
def exactState (t U : ℝ) : Amp :=
  pairState (4 * t * (√(32 * t ^ 2 + 2 * (√(U ^ 2 + 16 * t ^ 2) + U) ^ 2))⁻¹)
    ((√(U ^ 2 + 16 * t ^ 2) + U) * (√(32 * t ^ 2 + 2 * (√(U ^ 2 + 16 * t ^ 2) + U) ^ 2))⁻¹)

/-- A real orbital with amplitudes `u` and `v` on the two sites. -/
def twoSite (u v : ℝ) : Fin 2 → ℂ := ![(u : ℂ), (v : ℂ)]

/-- Explicit trial orbitals, used with `s = 1` for up and `s = -1` for down. -/
def uhfOrbital (t U s : ℝ) : Fin 2 → ℂ :=
  twoSite ((√(1 + 2 * t / U) + s * √(1 - 2 * t / U)) / 2)
    ((√(1 + 2 * t / U) - s * √(1 - 2 * t / U)) / 2)
```

## The exact double occupancy

The first lemma supplies S² and the positivity of S and S+U; the second is the formula for E.

```lean
private lemma root_facts {t : ℝ} (ht : 0 < t) (U : ℝ) :
    √(U ^ 2 + 16 * t ^ 2) ^ 2 = U ^ 2 + 16 * t ^ 2 ∧ 0 < √(U ^ 2 + 16 * t ^ 2) ∧
      0 < √(U ^ 2 + 16 * t ^ 2) + U := by
  have h1 : √(U ^ 2 + 16 * t ^ 2) ^ 2 = U ^ 2 + 16 * t ^ 2 := Real.sq_sqrt (by positivity)
  have h2 : 0 < √(U ^ 2 + 16 * t ^ 2) := Real.sqrt_pos.2 (by positivity)
  refine ⟨h1, h2, not_le.1 fun h => ?_⟩
  nlinarith [mul_nonneg (neg_nonneg.2 h)
    (show 0 ≤ √(U ^ 2 + 16 * t ^ 2) - U by linarith), pow_pos ht 2]

private lemma energy_eq (t U : ℝ) (ψ : Amp) : energy t U ψ = U * doubleOcc ψ - 2 * t *
    (((ψ 0 0).re + (ψ 1 1).re) * ((ψ 0 1).re + (ψ 1 0).re) +
      ((ψ 0 0).im + (ψ 1 1).im) * ((ψ 0 1).im + (ψ 1 0).im)) := by
  simp [energy, hamiltonian, doubleOcc, Fin.sum_univ_two, Complex.normSq_apply]
  ring
```

`exact_gap` is the first sum of squares. Its `linear_combination` uses normalisation and the equation for S².

```lean
/-- The energy of a normalised state above `(U - S) / 2`, with `S² = U² + 16t²`, is a sum of
squares up to the factor `4(S + U)`. -/
theorem exact_gap {t U S : ℝ} (hS : S ^ 2 = U ^ 2 + 16 * t ^ 2) {ψ : Amp} (hN : weight ψ = 1) :
    4 * (S + U) * (energy t U ψ - (U - S) / 2) =
      Complex.normSq (((S + U : ℝ) : ℂ) * (ψ 0 0 + ψ 1 1) - ((4 * t : ℝ) : ℂ) * (ψ 0 1 + ψ 1 0))
      + (S + U) ^ 2 * Complex.normSq (ψ 0 0 - ψ 1 1)
      + 16 * t ^ 2 * Complex.normSq (ψ 0 1 - ψ 1 0) := by
  rw [energy_eq]
  simp only [weight, doubleOcc, Fin.sum_univ_two, Complex.normSq_apply, Complex.add_re,
    Complex.add_im, Complex.sub_re, Complex.sub_im, Complex.mul_re, Complex.mul_im,
    Complex.ofReal_re, Complex.ofReal_im] at hN ⊢
  linear_combination 2 * (S + U) * (U - S) * hN + 2 * ((ψ 0 1).re ^ 2 + (ψ 0 1).im ^ 2 +
    (ψ 1 0).re ^ 2 + (ψ 1 0).im ^ 2) * hS
```

The trial state has energy (U−S)/2, and nonnegativity of the squares makes it a ground state.

```lean
private lemma exactState_energy {t : ℝ} (ht : 0 < t) (U : ℝ) : weight (exactState t U) = 1 ∧
    energy t U (exactState t U) = (U - √(U ^ 2 + 16 * t ^ 2)) / 2 := by
  obtain ⟨hS, -, -⟩ := root_facts ht U
  unfold exactState
  generalize √(U ^ 2 + 16 * t ^ 2) = S at hS ⊢
  have hK : 0 < 32 * t ^ 2 + 2 * (S + U) ^ 2 := by positivity
  have hc : (√(32 * t ^ 2 + 2 * (S + U) ^ 2))⁻¹ ^ 2 * (32 * t ^ 2 + 2 * (S + U) ^ 2) = 1 := by
    rw [inv_pow, Real.sq_sqrt hK.le, inv_mul_cancel₀ hK.ne']
  generalize (√(32 * t ^ 2 + 2 * (S + U) ^ 2))⁻¹ = c at hc ⊢
  have hw : ∀ x y : ℝ, weight (pairState x y) = 2 * x ^ 2 + 2 * y ^ 2 := fun x y => by
    simp [weight, pairState, Fin.sum_univ_two, Complex.normSq_ofReal]
    ring
  have he : ∀ x y : ℝ, energy t U (pairState x y) = 2 * U * x ^ 2 - 8 * t * x * y := fun x y => by
    rw [energy_eq]
    simp [doubleOcc, pairState, Complex.normSq_ofReal]
    ring
  rw [hw, he]
  exact ⟨by linear_combination hc,
    by linear_combination (U - S) / 2 * hc + c ^ 2 * (S + U) * hS⟩

/-- For `t > 0`, the trial state `exactState t U` is a ground state of the dimer. -/
theorem exactState_witness {t : ℝ} (ht : 0 < t) (U : ℝ) : IsGroundState t U (exactState t U) := by
  obtain ⟨hw, he⟩ := exactState_energy ht U
  obtain ⟨hS, -, hSU⟩ := root_facts ht U
  refine ⟨hw, fun φ hφ => not_lt.1 fun h => ?_⟩
  rw [he] at h
  have g := exact_gap hS hφ
  have := mul_pos hSU (sub_pos.2 h)
  have n1 := Complex.normSq_nonneg (((√(U ^ 2 + 16 * t ^ 2) + U : ℝ) : ℂ) * (φ 0 0 + φ 1 1) -
    ((4 * t : ℝ) : ℂ) * (φ 0 1 + φ 1 0))
  have n2 := mul_nonneg (sq_nonneg (√(U ^ 2 + 16 * t ^ 2) + U))
    (Complex.normSq_nonneg (φ 0 0 - φ 1 1))
  have n3 := mul_nonneg (show 0 ≤ 16 * t ^ 2 by positivity)
    (Complex.normSq_nonneg (φ 0 1 - φ 1 0))
  linarith
```

For an arbitrary ground state the squares must vanish. `key` is (S+U)²D = 16t²(1−D), and `k2` cancels S+U.

```lean
/-- For `t > 0`, every exact ground state has double occupancy `(1 - U/√(U² + 16t²))/2`. -/
theorem exact_doubleOcc {t U : ℝ} (ht : 0 < t) {ψ : Amp} (h : IsGroundState t U ψ) :
    doubleOcc ψ = (1 - U / √(U ^ 2 + 16 * t ^ 2)) / 2 := by
  obtain ⟨hw, he⟩ := exactState_energy ht U
  have hle := h.2 _ hw
  rw [he] at hle
  obtain ⟨hS, hS0, hSU⟩ := root_facts ht U
  generalize √(U ^ 2 + 16 * t ^ 2) = S at hS hS0 hSU hle ⊢
  have g := exact_gap hS h.1
  have g0 := mul_nonneg hSU.le (sub_nonneg.2 hle)
  have n1 := Complex.normSq_nonneg (((S + U : ℝ) : ℂ) * (ψ 0 0 + ψ 1 1) -
    ((4 * t : ℝ) : ℂ) * (ψ 0 1 + ψ 1 0))
  have n2 := mul_nonneg (sq_nonneg (S + U)) (Complex.normSq_nonneg (ψ 0 0 - ψ 1 1))
  have n3 := mul_nonneg (show 0 ≤ 16 * t ^ 2 by positivity)
    (Complex.normSq_nonneg (ψ 0 1 - ψ 1 0))
  -- all three squares vanish at the minimum
  have z1 := sub_eq_zero.1 (Complex.normSq_eq_zero.1 (le_antisymm (by linarith) n1))
  have z2 := le_antisymm (by linarith) n2
  have z3 := le_antisymm (by linarith) n3
  have k := congrArg Complex.normSq z1
  rw [Complex.normSq_mul, Complex.normSq_mul, Complex.normSq_ofReal, Complex.normSq_ofReal] at k
  have hN := h.1
  have key : (S + U) ^ 2 * doubleOcc ψ = 16 * t ^ 2 * (1 - doubleOcc ψ) := by
    simp only [weight, doubleOcc, Fin.sum_univ_two, Complex.normSq_apply, Complex.add_re,
      Complex.add_im, Complex.sub_re, Complex.sub_im] at k z2 z3 hN ⊢
    linear_combination k / 2 + z2 / 2 - z3 / 2 + 16 * t ^ 2 * hN
  have k2 : 2 * S * doubleOcc ψ = S - U :=
    mul_left_cancel₀ hSU.ne' (by linear_combination key - (1 - doubleOcc ψ) * hS)
  have k3 : doubleOcc ψ = (S - U) / (2 * S) := by
    rw [eq_div_iff (by positivity)]
    linarith
  rw [k3]
  field_simp
```

## The Hartree-Fock double occupancy

These identities express D and the energy through bond orders and polarisations.

```lean
/-- The double occupancy of a product of normalised orbitals in terms of their bond orders and
polarisations. -/
theorem doubleOcc_slater {a b : Fin 2 → ℂ} (ha : orbNorm a = 1) (hb : orbNorm b = 1) :
    doubleOcc (slater a b) = (bondOrder a).re ^ 2 + (bondOrder a).im ^ 2 + (bondOrder b).re ^ 2 +
      (bondOrder b).im ^ 2 + ((polarization a + polarization b) / 2) ^ 2 := by
  simp only [orbNorm, doubleOcc, slater, bondOrder, polarization, Fin.sum_univ_two,
    Complex.normSq_apply, Complex.mul_re, Complex.mul_im, Complex.conj_re,
    Complex.conj_im] at ha hb ⊢
  linear_combination (-((a 0).re ^ 2 + (a 0).im ^ 2 + (a 1).re ^ 2 + (a 1).im ^ 2 - (b 0).re ^ 2
    - (b 0).im ^ 2 - (b 1).re ^ 2 - (b 1).im ^ 2) / 4) * (ha - hb)

private lemma uhf_gap (t U : ℝ) {a b : Fin 2 → ℂ} (ha : orbNorm a = 1) (hb : orbNorm b = 1) :
    U * energy t U (slater a b) + 2 * t ^ 2 =
      (U * (bondOrder a).re - t) ^ 2 + (U * (bondOrder a).im) ^ 2 + (U * (bondOrder b).re - t) ^ 2
      + (U * (bondOrder b).im) ^ 2 + (U * (polarization a + polarization b) / 2) ^ 2 := by
  have e : energy t U (slater a b) = U * doubleOcc (slater a b) -
      2 * t * ((bondOrder a).re + (bondOrder b).re) := by
    rw [energy_eq]
    simp only [orbNorm, slater, bondOrder, Fin.sum_univ_two, Complex.normSq_apply,
      Complex.mul_re, Complex.mul_im, Complex.conj_re, Complex.conj_im] at ha hb ⊢
    linear_combination (-2 * t * ((a 0).re * (a 1).re + (a 0).im * (a 1).im)) * hb +
      (-2 * t * ((b 0).re * (b 1).re + (b 0).im * (b 1).im)) * ha
  rw [e, doubleOcc_slater ha hb]
  ring
```

The explicit orbitals have bond order t/U and opposite polarisations. The hypothesis U ≥ 2t makes 1 − 2t/U nonnegative under the root.

```lean
private lemma orbital_facts {t U s : ℝ} (ht : 0 < t) (hU : 2 * t ≤ U) (hs : s ^ 2 = 1) :
    orbNorm (uhfOrbital t U s) = 1 ∧ U * (bondOrder (uhfOrbital t U s)).re = t ∧
      (bondOrder (uhfOrbital t U s)).im = 0 ∧
      polarization (uhfOrbital t U s) = s * (√(1 + 2 * t / U) * √(1 - 2 * t / U)) := by
  have hU0 : 0 < U := by linarith
  have hp : √(1 + 2 * t / U) ^ 2 = 1 + 2 * t / U := Real.sq_sqrt (by positivity)
  have hq : √(1 - 2 * t / U) ^ 2 = 1 - 2 * t / U :=
    Real.sq_sqrt (sub_nonneg.2 ((div_le_one hU0).2 hU))
  have hd : U * (2 * t / U) = 2 * t := mul_div_cancel₀ _ hU0.ne'
  have f : ∀ u v : ℝ, orbNorm (twoSite u v) = u ^ 2 + v ^ 2 ∧ (bondOrder (twoSite u v)).re = u * v
      ∧ (bondOrder (twoSite u v)).im = 0 ∧ polarization (twoSite u v) = u ^ 2 - v ^ 2 := by
    intro u v
    refine ⟨?_, ?_, ?_, ?_⟩ <;>
      simp [orbNorm, bondOrder, polarization, twoSite, Fin.sum_univ_two, Complex.normSq_ofReal]
      <;> ring
  unfold uhfOrbital
  generalize √(1 + 2 * t / U) = p at hp ⊢
  generalize √(1 - 2 * t / U) = q at hq ⊢
  generalize 2 * t / U = r at hp hq hd
  obtain ⟨f1, f2, f3, f4⟩ := f ((p + s * q) / 2) ((p - s * q) / 2)
  rw [f1, f2, f4]
  exact ⟨by linear_combination hp / 2 + hq / 2 + q ^ 2 / 2 * hs,
    by linear_combination U / 4 * hp - U / 4 * hq - U * q ^ 2 / 4 * hs + hd / 2, f3, by ring⟩

private lemma trial_energy {t U : ℝ} (ht : 0 < t) (hU : 2 * t ≤ U) :
    U * energy t U (slater (uhfOrbital t U 1) (uhfOrbital t U (-1))) + 2 * t ^ 2 = 0 := by
  obtain ⟨a1, a2, a3, a4⟩ := orbital_facts ht hU (s := 1) (by norm_num)
  obtain ⟨b1, b2, b3, b4⟩ := orbital_facts ht hU (s := -1) (by norm_num)
  rw [uhf_gap t U a1 b1, a2, a3, a4, b2, b3, b4]
  ring

/-- The explicit trial orbitals solve the Hartree-Fock minimisation for `U ≥ 2t > 0`. -/
theorem uhfOrbital_witness {t U : ℝ} (ht : 0 < t) (hU : 2 * t ≤ U) :
    IsUHF t U (uhfOrbital t U 1) (uhfOrbital t U (-1)) := by
  refine ⟨(orbital_facts ht hU (by norm_num)).1, (orbital_facts ht hU (by norm_num)).1,
    fun c d hc hd => le_of_mul_le_mul_left ?_ (show 0 < U by linarith)⟩
  have h : 0 ≤ U * energy t U (slater c d) + 2 * t ^ 2 := by
    rw [uhf_gap t U hc hd]
    positivity
  linarith [trial_energy ht hU]
```

Any other minimiser has the same energy, so its five real squares vanish too, which fixes D.

```lean
/-- Every unrestricted Hartree-Fock minimiser has double occupancy `2t²/U²` for `U ≥ 2t > 0`. -/
theorem uhf_doubleOcc {t U : ℝ} (ht : 0 < t) (hU : 2 * t ≤ U) {a b : Fin 2 → ℂ}
    (h : IsUHF t U a b) : doubleOcc (slater a b) = 2 * t ^ 2 / U ^ 2 := by
  have hU0 : 0 < U := by linarith
  obtain ⟨ha, hb, hmin⟩ := h
  have hw := uhfOrbital_witness ht hU
  have hle := mul_le_mul_of_nonneg_left (hmin _ _ hw.1 hw.2.1) hU0.le
  have g := uhf_gap t U ha hb
  have g0 := trial_energy ht hU
  have s1 := sq_nonneg (U * (bondOrder a).re - t)
  have s2 := sq_nonneg (U * (bondOrder a).im)
  have s3 := sq_nonneg (U * (bondOrder b).re - t)
  have s4 := sq_nonneg (U * (bondOrder b).im)
  have s5 := sq_nonneg (U * (polarization a + polarization b) / 2)
  -- the minimum fixes both bond orders and cancels the polarisations
  have z : ∀ x : ℝ, x ^ 2 ≤ 0 → x = 0 := fun x hx =>
    (pow_eq_zero_iff two_ne_zero).1 (le_antisymm hx (sq_nonneg x))
  have z1 := z _ (show (U * (bondOrder a).re - t) ^ 2 ≤ 0 by linarith)
  have z3 := z _ (show (U * (bondOrder b).re - t) ^ 2 ≤ 0 by linarith)
  rw [eq_div_iff (by positivity), doubleOcc_slater ha hb]
  have q2 : (U * (bondOrder a).im) ^ 2 = 0 := by linarith
  have q4 : (U * (bondOrder b).im) ^ 2 = 0 := by linarith
  have q5 : (U * (polarization a + polarization b) / 2) ^ 2 = 0 := by linarith
  linear_combination (U * (bondOrder a).re + t) * z1 + (U * (bondOrder b).re + t) * z3 +
    q2 + q4 + q5
```

## The sign of the error

`error_factor` writes D_exact − D_HF as a positive P times U² − (7+√17)t². Here `e2` is the rationalisation done above.

```lean
private lemma error_factor {t U : ℝ} (ht : 0 < t) (hU : 2 * t ≤ U) : ∃ P : ℝ, 0 < P ∧
    (1 - U / √(U ^ 2 + 16 * t ^ 2)) / 2 - 2 * t ^ 2 / U ^ 2 =
      P * (U ^ 2 - (7 + √17) * t ^ 2) := by
  have hU0 : 0 < U := by linarith
  obtain ⟨hS, hS0, -⟩ := root_facts ht U
  generalize √(U ^ 2 + 16 * t ^ 2) = S at hS hS0 ⊢
  have hr : √(17 : ℝ) ^ 2 = 17 := Real.sq_sqrt (by norm_num)
  have hr3 : 3 < √(17 : ℝ) := by nlinarith [Real.sqrt_nonneg (17 : ℝ)]
  generalize √(17 : ℝ) = r at hr hr3 ⊢
  have hV : 0 ≤ U ^ 2 - 4 * t ^ 2 := by nlinarith
  have hF : 0 < U ^ 2 - (7 - r) * t ^ 2 := by
    nlinarith [mul_pos (sub_pos.2 hr3) (pow_pos ht 2)]
  have hW : 0 < S * (U ^ 2 - 4 * t ^ 2) + U ^ 3 :=
    add_pos_of_nonneg_of_pos (mul_nonneg hS0.le hV) (pow_pos hU0 3)
  have e1 : (1 - U / S) / 2 - 2 * t ^ 2 / U ^ 2 =
      (S * (U ^ 2 - 4 * t ^ 2) - U ^ 3) / (2 * U ^ 2 * S) := by
    field_simp
    ring
  -- rationalise the numerator and factor the resulting quadratic in U²
  have e2 : S * (U ^ 2 - 4 * t ^ 2) - U ^ 3 = 8 * t ^ 2 * (U ^ 2 - (7 - r) * t ^ 2) *
      (U ^ 2 - (7 + r) * t ^ 2) / (S * (U ^ 2 - 4 * t ^ 2) + U ^ 3) := by
    rw [eq_div_iff hW.ne']
    linear_combination (U ^ 2 - 4 * t ^ 2) ^ 2 * hS + 8 * t ^ 6 * hr
  generalize S * (U ^ 2 - 4 * t ^ 2) + U ^ 3 = W at hW e2
  refine ⟨8 * t ^ 2 * (U ^ 2 - (7 - r) * t ^ 2) / W / (2 * U ^ 2 * S),
    div_pos (div_pos (mul_pos (by positivity) hF) hW) (by positivity), ?_⟩
  rw [e1, e2]
  ring
```

The comparison holds for every exact ground state and every Hartree-Fock minimiser at the given t and U.

```lean
/-- For `U ≥ 2t > 0`, unrestricted Hartree-Fock gives a smaller double occupancy than the exact
ground state if and only if `U² > (7 + √17)t²`. -/
theorem uhf_underestimates_iff {t U : ℝ} (ht : 0 < t) (hU : 2 * t ≤ U) {ψ : Amp}
    {a b : Fin 2 → ℂ} (hψ : IsGroundState t U ψ) (hab : IsUHF t U a b) :
    doubleOcc (slater a b) < doubleOcc ψ ↔ (7 + √17) * t ^ 2 < U ^ 2 := by
  obtain ⟨P, hP, h⟩ := error_factor ht hU
  rw [uhf_doubleOcc ht hU hab, exact_doubleOcc ht hψ, ← sub_pos, h, mul_pos_iff_of_pos_left hP,
    sub_pos]
```

The last theorem compares the two closed formulas, which the preceding results identify with the double occupancies. Its solution is U = √(7+√17) t, about 3.34t.

```lean
/-- At fixed `t > 0`, the formulas `2t²/U²` and `(1 - U/√(U² + 16t²))/2` agree at exactly one `U ≥
2t`. -/
theorem unique_crossing {t : ℝ} (ht : 0 < t) : ∃! U : ℝ, 2 * t ≤ U ∧
    2 * t ^ 2 / U ^ 2 = (1 - U / √(U ^ 2 + 16 * t ^ 2)) / 2 := by
  have hc : √(7 + √17) ^ 2 = 7 + √17 := Real.sq_sqrt (by positivity)
  have hc2 : 2 ≤ √(7 + √17) := Real.le_sqrt_of_sq_le (by linarith [Real.sqrt_nonneg (17 : ℝ)])
  have hU : 2 * t ≤ √(7 + √17) * t := mul_le_mul_of_nonneg_right hc2 ht.le
  refine ⟨√(7 + √17) * t, ⟨hU, ?_⟩, ?_⟩
  · obtain ⟨P, -, h⟩ := error_factor ht hU
    have h0 : (√(7 + √17) * t) ^ 2 - (7 + √17) * t ^ 2 = 0 := by
      rw [mul_pow, hc, sub_self]
    rw [h0, mul_zero] at h
    exact (sub_eq_zero.1 h).symm
  · rintro V ⟨hV, he⟩
    obtain ⟨P, hP, h⟩ := error_factor ht hV
    rw [← he, sub_self] at h
    have h0 := (mul_eq_zero.1 h.symm).resolve_left hP.ne'
    refine (sq_eq_sq₀ (by linarith) (by positivity)).1 ?_
    rw [mul_pow, hc]
    linarith

end

end HubbardDimerDoubleOccupancy
```

```lean
#print axioms HubbardDimerDoubleOccupancy.uhf_underestimates_iff
#print axioms HubbardDimerDoubleOccupancy.unique_crossing
```

```
'HubbardDimerDoubleOccupancy.uhf_underestimates_iff' depends on axioms: [propext, Classical.choice, Quot.sound]
'HubbardDimerDoubleOccupancy.unique_crossing' depends on axioms: [propext, Classical.choice, Quot.sound]
```
